# Every continuous path from a configuration to an odd permutation of it meets a zero of a continuous real antisymmetric function

## Configurations, exchanges and nodes

Label N particles by the elements of a finite set ι, and let X be the space in which one particle lives. A configuration is a map x : ι → X, with x(i) the position of particle i. A permutation σ of the labels gives the configuration x ∘ σ, in which particle i sits where particle σ(i) sat before:

(x ∘ σ)(i) = x(σ(i)).

The same points of X are occupied, with the particles redistributed among them. The permutation is odd if sign(σ) = −1, that is, if it is a product of an odd number of exchanges.

Let F be a real function of the configuration. It is antisymmetric if, for any two distinct labels i and j, with (i j) their exchange,

F(x ∘ (i j)) = −F(x) for every x.

The node of F is the set of configurations where F = 0. A nodal domain is a connected component of the region where F ≠ 0.

In fixed-node diffusion Monte Carlo, the node of a trial function bounds the region in which a walker may move. If the trial function is real, continuous and antisymmetric, a walker moving continuously without touching the node can never arrive at an odd permutation of its starting configuration.

## The statement in Lean's terms

The main theorem is `path_crosses_node`. The hypothesis `IsAntisymmetric F` is the exchange rule above, and `Continuous F` refers to the product topology on `ι → X`. A `Path x (x ∘ ⇑σ)` is a continuous map from the unit interval that starts at x and ends at x ∘ σ. The conclusion is that some t in [0,1] satisfies `F (γ t) = 0`.

The space X is any topological space, so ℝ³ is covered, and so is ℝ³ × {↑, ↓} with discrete spin. In the second case a continuous path keeps each particle's spin fixed, so the theorem has content only for permutations that leave the spin at every label unchanged. This case covers the determinant part of a trial function common in fixed-node codes, the product of a spin-up and a spin-down determinant in the positions alone; the positive Jastrow factor that usually multiplies it does not change the node. As a function on ℝ³ positions the product is not antisymmetric in the sense above, since the rule holds only for exchanges of like spins. It is, however, the value at fixed spins of a function on ℝ³ × {↑, ↓} that is antisymmetric under all exchanges. With fewer than two particles there are no odd permutations, and the statement holds trivially.

F need not solve a Schrödinger equation or be normalisable. The theorem gives at least one zero on the path, but not its position or the number of zeros. Nor does it count nodal domains or say which even permutations can be reached within one.

## From one exchange to a zero on the path

**Any permutation.** Every permutation is a product of exchanges. The identity leaves F unchanged. Suppose that F(x ∘ τ) = sign(τ) F(x) holds for every x, and put one more exchange s = (i j) in front of τ. Then

F(x ∘ (s τ)) = F((x ∘ s) ∘ τ) = sign(τ) F(x ∘ s) = −sign(τ) F(x) = sign(s τ) F(x).

By induction, F(x ∘ σ) = sign(σ) F(x) for every σ.

**The zero.** Let σ be odd and let γ be a continuous path from x to x ∘ σ. The function f(t) = F(γ(t)) is continuous and real, with

f(0) = F(x), f(1) = −F(x).

Zero lies between these two values, or equals both. By the intermediate value theorem, f(t) = 0 for some t in [0,1].

**Connected sets.** The same argument works on any connected set S that contains x and x ∘ σ, provided that F is continuous on S. A nodal domain is connected and contains no zero, so it cannot contain both configurations.

**Coincidences.** If x(i) = x(j) with i ≠ j, the exchange leaves x unchanged. Then F(x) = −F(x), so F(x) = 0. The zero on a path need not be of this kind, as the half turn below shows.

## A Slater determinant, and a complex amplitude that escapes

For real orbitals φᵢ, the unnormalised Slater determinant is

D(x) = det[φᵢ(x(j))],

with orbitals as rows and particles as columns. Exchanging two particles exchanges two columns and reverses the sign. If the orbitals are continuous, so is D, and the theorem applies.

For the orbitals 1 and r on the line, D(x) = x(1) − x(0), which equals 1 when the particles sit at 0 and 1. With the usual prefactor 1/√2! the value is 1/√2. These two orbitals are not square-integrable on the whole line; they serve only to show a nonzero function that satisfies the hypotheses.

Real values are essential. Take two particles in the complex plane with amplitude z₀ − z₁, and turn them about the origin:

z₀(t) = exp(iπt), z₁(t) = −exp(iπt).

At t = 1 they have changed places, while the amplitude

z₀(t) − z₁(t) = 2 exp(iπt)

has gone from 2 to −2 around zero, with modulus 2 throughout. A real function has no such way round: every continuous real antisymmetric function of two particles in the plane vanishes somewhere on this half turn, although the particles never meet. The amplitude z₀ − z₁ is not square-integrable on the plane; a factor exp(−|z₀|² − |z₁|²) makes it so without changing its antisymmetry or its zeros.

## Sign tests in a simulation

A fixed-node code compares the sign of the trial function before and after a proposed move. For a continuous real trial function, opposite signs mean that the straight segment between the two configurations contains a zero, and bisection along the segment will locate one. Equal signs do not exclude a crossing, since a step of finite length can pass through the node twice.

The exchange rule also gives a quick test of a determinant routine: evaluate it at a configuration and again with two particles of the same determinant exchanged. The two values should add up to zero within rounding error.

## The Lean file

```lean
import Mathlib

open Set

namespace FermionNodes

noncomputable section

variable {ι X : Type*} [DecidableEq ι]

/-- A function of the configuration is antisymmetric if it changes sign whenever two
distinct particles are exchanged. -/
def IsAntisymmetric {R : Type*} [Neg R] (F : (ι → X) → R) : Prop :=
  ∀ i j : ι, i ≠ j → ∀ x : ι → X, F (x ∘ ⇑(Equiv.swap i j)) = -F x

/-- A real antisymmetric function vanishes when two distinct particles are at the same point. -/
theorem eq_zero_of_coincidence {F : (ι → X) → ℝ} (hF : IsAntisymmetric F)
    {x : ι → X} {i j : ι} (hij : i ≠ j) (hx : x i = x j) : F x = 0 := by
  -- exchanging two coinciding particles leaves the configuration unchanged
  have h : x ∘ ⇑(Equiv.swap i j) = x := by
    funext k
    simp only [Function.comp_apply, Equiv.swap_apply_def]
    split_ifs with h1 h2
    · rw [h1, hx]
    · rw [h2, hx]
    · rfl
  have h2 := hF i j hij x
  rw [h] at h2
  linarith

variable [Fintype ι]

/-- Under any permutation of the particles, a real antisymmetric function is multiplied by
the sign of the permutation. -/
theorem apply_perm {F : (ι → X) → ℝ} (hF : IsAntisymmetric F)
    (σ : Equiv.Perm ι) (x : ι → X) :
    F (x ∘ ⇑σ) = ((Equiv.Perm.sign σ : ℤ) : ℝ) * F x := by
  revert x
  -- build the permutation from exchanges of two particles
  refine Equiv.Perm.swap_induction_on σ ?_ ?_
  · intro x
    simp
  · intro τ i j hij ih x
    have h : x ∘ ⇑(Equiv.swap i j * τ) = (x ∘ ⇑(Equiv.swap i j)) ∘ ⇑τ := rfl
    rw [h, ih, hF i j hij, Equiv.Perm.sign_mul, Equiv.Perm.sign_swap hij]
    simp

variable [TopologicalSpace X]

/-- A connected set of configurations that contains both `x` and an odd permutation of `x`
contains a zero of every real antisymmetric function continuous on it. -/
theorem exists_zero_of_isPreconnected {F : (ι → X) → ℝ} (hF : IsAntisymmetric F)
    {S : Set (ι → X)} (hS : IsPreconnected S) (hc : ContinuousOn F S)
    {σ : Equiv.Perm ι} (hσ : Equiv.Perm.sign σ = -1) {x : ι → X}
    (hx : x ∈ S) (hxσ : x ∘ ⇑σ ∈ S) : ∃ y ∈ S, F y = 0 := by
  have hodd : F (x ∘ ⇑σ) = -F x := by
    rw [apply_perm hF, hσ]
    simp
  -- the two values are negatives of each other, so zero lies between them or equals both
  rcases le_total (F x) 0 with h | h
  · have h0 : (0 : ℝ) ∈ Icc (F x) (F (x ∘ ⇑σ)) := ⟨h, by rw [hodd]; linarith⟩
    exact hS.intermediate_value hx hxσ hc h0
  · have h0 : (0 : ℝ) ∈ Icc (F (x ∘ ⇑σ)) (F x) := ⟨by rw [hodd]; linarith, h⟩
    exact hS.intermediate_value hxσ hx hc h0

/-- Every continuous path from a configuration to an odd permutation of it passes through
a zero of a given continuous real antisymmetric function. -/
theorem path_crosses_node {F : (ι → X) → ℝ} (hF : IsAntisymmetric F) (hc : Continuous F)
    {σ : Equiv.Perm ι} (hσ : Equiv.Perm.sign σ = -1) {x : ι → X}
    (γ : Path x (x ∘ ⇑σ)) : ∃ t : unitInterval, F (γ t) = 0 := by
  obtain ⟨y, ⟨t, rfl⟩, hy⟩ := exists_zero_of_isPreconnected hF
    (isPreconnected_range γ.continuous) hc.continuousOn hσ
    ⟨0, γ.source⟩ ⟨1, γ.target⟩
  exact ⟨t, hy⟩

/-- The nodal domain of `x`: the connected component of `x` in the region where `F` is
nonzero, and the empty set if `F x = 0`. -/
def nodalDomain (F : (ι → X) → ℝ) (x : ι → X) : Set (ι → X) :=
  connectedComponentIn {y | F y ≠ 0} x

/-- For a continuous real antisymmetric function, an odd permutation of a configuration never lies
in the nodal domain of that configuration. -/
theorem odd_perm_notMem_nodalDomain {F : (ι → X) → ℝ} (hF : IsAntisymmetric F)
    (hc : Continuous F) {σ : Equiv.Perm ι} (hσ : Equiv.Perm.sign σ = -1) (x : ι → X) :
    x ∘ ⇑σ ∉ nodalDomain F x := by
  intro h
  have hx : x ∈ {y | F y ≠ 0} := connectedComponentIn_nonempty_iff.mp ⟨_, h⟩
  obtain ⟨y, hy, h0⟩ := exists_zero_of_isPreconnected hF
    isPreconnected_connectedComponentIn hc.continuousOn hσ (mem_connectedComponentIn hx) h
  exact connectedComponentIn_subset _ _ hy h0

/-- The unnormalised Slater determinant of the real orbitals `φ`. -/
def slater (φ : ι → X → ℝ) (x : ι → X) : ℝ :=
  Matrix.det (Matrix.of fun i j => φ i (x j))

omit [TopologicalSpace X] in
/-- A Slater determinant changes sign when two particles are exchanged. -/
theorem slater_antisymmetric (φ : ι → X → ℝ) : IsAntisymmetric (slater φ) := by
  intro i j hij x
  -- exchanging particles exchanges columns
  have h := Matrix.det_permute' (Equiv.swap i j) (Matrix.of fun a b => φ a (x b))
  rw [Equiv.Perm.sign_swap hij] at h
  have h2 : slater φ (x ∘ ⇑(Equiv.swap i j)) =
      ((Matrix.of fun a b => φ a (x b)).submatrix id ⇑(Equiv.swap i j)).det := rfl
  rw [h2, h]
  simp [slater]

/-- A Slater determinant of continuous orbitals is continuous in the configuration. -/
theorem slater_continuous {φ : ι → X → ℝ} (hφ : ∀ i, Continuous (φ i)) :
    Continuous (slater φ) :=
  Continuous.matrix_det
    (continuous_matrix fun i j => (hφ i).comp (continuous_apply j))

/-- Two orbitals on the line: the constant `1` and the coordinate `r`. -/
def lineOrbitals : Fin 2 → ℝ → ℝ := ![fun _ => 1, fun r => r]

/-- The Slater determinant of the orbitals `1` and `r` is antisymmetric and continuous, and
equals `1` when the particles sit at `0` and `1`. -/
theorem slater_witness : IsAntisymmetric (slater lineOrbitals) ∧
    Continuous (slater lineOrbitals) ∧ slater lineOrbitals ![0, 1] = 1 := by
  have h0 : Continuous (lineOrbitals 0) :=
    (continuous_const : Continuous fun _ : ℝ => (1 : ℝ))
  have h1 : Continuous (lineOrbitals 1) := (continuous_id : Continuous fun r : ℝ => r)
  refine ⟨slater_antisymmetric _, slater_continuous (Fin.forall_fin_two.2 ⟨h0, h1⟩), ?_⟩
  simp [slater, lineOrbitals, Matrix.det_fin_two]

/-- The complex amplitude `z₀ - z₁` of two particles in the complex plane. -/
def pairAmplitude (z : Fin 2 → ℂ) : ℂ := z 0 - z 1

/-- Two particles at opposite points of the unit circle, turned by the angle `π t`. -/
def halfTurn (t : ℝ) : Fin 2 → ℂ :=
  ![Complex.exp (t * Real.pi * Complex.I), -Complex.exp (t * Real.pi * Complex.I)]

/-- The complex amplitude `z₀ - z₁` is continuous and antisymmetric, yet it has no zero along
the half turn, a continuous path that exchanges the two particles. -/
theorem complex_path_avoids_node : IsAntisymmetric pairAmplitude ∧
    Continuous pairAmplitude ∧ Continuous halfTurn ∧
    halfTurn 1 = halfTurn 0 ∘ ⇑(Equiv.swap (0 : Fin 2) 1) ∧
    ∀ t, pairAmplitude (halfTurn t) ≠ 0 := by
  refine ⟨?_, ?_, ?_, ?_, ?_⟩
  · intro i j hij x
    fin_cases i <;> fin_cases j <;> simp_all [pairAmplitude]
  · unfold pairAmplitude
    fun_prop
  · have h : Continuous fun t : ℝ => Complex.exp (t * Real.pi * Complex.I) := by fun_prop
    exact continuous_pi (Fin.forall_fin_two.2 ⟨h, h.neg⟩)
  · funext i
    fin_cases i <;> simp [halfTurn]
  · intro t
    -- the amplitude is twice a phase factor
    have h : pairAmplitude (halfTurn t) = 2 * Complex.exp (t * Real.pi * Complex.I) := by
      change Complex.exp (t * Real.pi * Complex.I) -
        -Complex.exp (t * Real.pi * Complex.I) = _
      ring
    rw [h]
    exact mul_ne_zero two_ne_zero (Complex.exp_ne_zero _)

end

end FermionNodes
```

```lean
#print axioms FermionNodes.eq_zero_of_coincidence
#print axioms FermionNodes.path_crosses_node
#print axioms FermionNodes.odd_perm_notMem_nodalDomain
#print axioms FermionNodes.complex_path_avoids_node
```

```
'FermionNodes.eq_zero_of_coincidence' depends on axioms: [propext, Classical.choice, Quot.sound]
'FermionNodes.path_crosses_node' depends on axioms: [propext, Classical.choice, Quot.sound]
'FermionNodes.odd_perm_notMem_nodalDomain' depends on axioms: [propext, Classical.choice, Quot.sound]
'FermionNodes.complex_path_avoids_node' depends on axioms: [propext, Classical.choice, Quot.sound]
```

## How the proof runs

`eq_zero_of_coincidence` first shows that exchanging two coinciding particles returns the same configuration, by checking each label. The exchange rule then reads F(x) = −F(x), and `linarith` finishes. The later theorems do not depend on this lemma.

`apply_perm` is the induction over exchanges, supplied by `Equiv.Perm.swap_induction_on`. The line `revert x` makes the induction hypothesis available for all configurations, because the step applies it at x ∘ s and not at x.

`exists_zero_of_isPreconnected` contains the central argument. It derives F(x ∘ σ) = −F(x), then splits on whether F(x) ≤ 0 or F(x) ≥ 0, which decides the endpoint from which the interval of values runs upwards. In both cases `intermediate_value` supplies the zero inside S.

`path_crosses_node` takes S to be the range of the path. The parameters 0 and 1 show that both end configurations belong to it, and a zero in the range is a zero at some parameter t.

`odd_perm_notMem_nodalDomain` argues by contradiction. If x ∘ σ lay in the nodal domain of x, that domain would be nonempty, so F(x) ≠ 0 and x would lie in it too. `exists_zero_of_isPreconnected` would then put a zero in a region where F has none. If F(x) = 0, the domain is empty by definition and the claim holds at once.

`slater_antisymmetric` uses the rule for permuting the columns of a determinant, and `slater_continuous` the continuity of the determinant in its entries. `slater_witness` combines them for the orbitals 1 and r and evaluates the 2 × 2 determinant. `complex_path_avoids_node` checks the half turn: its last part rewrites the amplitude as twice an exponential, which is never zero.

## Antisymmetry defined for all permutations at once

Antisymmetry could also have been defined by F(x ∘ σ) = sign(σ) F(x) for every permutation σ. For finitely many particles the two definitions agree: `apply_perm` gives one direction, and setting σ = (i j) gives the other. The induction would then disappear from the proof of the path theorem, but anyone applying the theorem would have to verify the rule for every permutation. With the definition used here, checking single exchanges is enough.
